# Moments and width of the first-order spin–orbit splitting in an LS term

A $^2P$ term has $L=1$ and $S=\tfrac12$. Spin–orbit coupling splits it into $J=\tfrac12$ and $J=\tfrac32$, with 2 and 4 states. Since $2J+1=(J+1)^2-J^2$, the number of states is

$$\left(\tfrac94-\tfrac14\right)+\left(\tfrac{25}4-\tfrac94\right)=\tfrac{25}4-\tfrac14=6 .$$

The intermediate square cancels. The same cancellation gives the first three moments of the splitting for general $L$ and $S$.

## Levels, energies and averages

```lean
import Mathlib

open Finset
open scoped Kronecker

namespace MultipletWidth

noncomputable section
```

Take $\hbar=1$. Natural numbers $a,b$ encode $L=a/2$ and $S=b/2$; `spin` serves for both, and a physical orbital $L$ needs even $a$.

```lean
/-- The angular momentum quantum number `a / 2` belonging to a natural number `a`. -/
def spin (a : ℕ) : ℝ := a / 2
```

The levels are $J_k=|L-S|+k$, with $k=0,\dots,\min(a,b)$.

```lean
/-- The total angular momentum `J = |L - S| + k` of the `k`-th level of the multiplet
with `L = a / 2` and `S = b / 2`; the levels are `k = 0, ..., min a b`. -/
def levelJ (a b k : ℕ) : ℝ := |(a : ℝ) - b| / 2 + k
```

Write $K_k=J_k(J_k+1)-L(L+1)-S(S+1)$; in Lean this is `landeK`.

```lean
/-- The value `K = J(J+1) - L(L+1) - S(S+1)` for the `k`-th level. -/
def landeK (a b k : ℕ) : ℝ :=
  levelJ a b k * (levelJ a b k + 1) - spin a * (spin a + 1) - spin b * (spin b + 1)
```

Within the term the spin–orbit interaction is modelled as $A\,\mathbf L\cdot\mathbf S$, with a real constant $A$. Since $2\,\mathbf L\cdot\mathbf S$ has the value $K_k$ on level $k$, as (a) shows, that level has energy $E_k=\tfrac A2K_k$.

```lean
/-- The first-order spin-orbit energy `(A / 2) K` of the `k`-th level, with coupling
constant `A`. -/
def soEnergy (A : ℝ) (a b k : ℕ) : ℝ := A / 2 * landeK a b k
```

Averages give each level the weight $w_k=2J_k+1$.

```lean
/-- The average of a level quantity `f` over all states of the multiplet, each level
counted with its degeneracy `2J + 1`. -/
def stateAverage (a b : ℕ) (f : ℕ → ℝ) : ℝ :=
  (∑ k ∈ range (min a b + 1), (2 * levelJ a b k + 1) * f k) /
    ∑ k ∈ range (min a b + 1), (2 * levelJ a b k + 1)
```

## (a) Square of the total angular momentum

Show that, on the product of orbital and spin space,

$$(\mathbf L+\mathbf S)^2=\mathbf L^2+\mathbf S^2+2\,\mathbf L\cdot\mathbf S .$$

**Solution.** $L_i\otimes1$ and $1\otimes S_i$ commute, with product $L_i\otimes S_i$. Hence

$$(L_i\otimes1+1\otimes S_i)^2=L_i^2\otimes1+1\otimes S_i^2+2L_i\otimes S_i .$$

Sum over $i$. On a level $J_k$, $2\,\mathbf L\cdot\mathbf S$ therefore has the value $K_k$.

The theorem holds for any two triples of finite complex matrices; `h1` and `h2` are the two products. That coupling $L$ and $S$ yields exactly the levels $J_k$, each with $2J_k+1$ states, is built into the definitions, not derived.

```lean
/-- On the product of an orbital and a spin space, the square of the total angular momentum
is `L² + S² + 2 L·S`. -/
theorem total_sq_eq {m n : Type*} [Fintype m] [DecidableEq m] [Fintype n] [DecidableEq n]
    (L : Fin 3 → Matrix m m ℂ) (S : Fin 3 → Matrix n n ℂ) :
    ∑ i, (L i ⊗ₖ (1 : Matrix n n ℂ) + (1 : Matrix m m ℂ) ⊗ₖ S i) ^ 2 =
      ∑ i, (L i ⊗ₖ (1 : Matrix n n ℂ)) ^ 2 + ∑ i, ((1 : Matrix m m ℂ) ⊗ₖ S i) ^ 2 +
        (2 : ℂ) • ∑ i, L i ⊗ₖ S i := by
  -- orbital and spin operators commute, and their product is the Kronecker product
  have h1 : ∀ i, (L i ⊗ₖ (1 : Matrix n n ℂ)) * ((1 : Matrix m m ℂ) ⊗ₖ S i) = L i ⊗ₖ S i := by
    intro i
    rw [← Matrix.mul_kronecker_mul, mul_one, one_mul]
  have h2 : ∀ i, ((1 : Matrix m m ℂ) ⊗ₖ S i) * (L i ⊗ₖ (1 : Matrix n n ℂ)) = L i ⊗ₖ S i := by
    intro i
    rw [← Matrix.mul_kronecker_mul, mul_one, one_mul]
  rw [Finset.smul_sum, ← Finset.sum_add_distrib, ← Finset.sum_add_distrib]
  refine Finset.sum_congr rfl fun i _ => ?_
  simp only [sq, add_mul, mul_add, h1, h2, two_smul]
  abel
```

## (b) Cancellation between neighbouring levels

For any real function $h$ (not Planck's constant), show that

$$\sum_k\left[h((J_k+1)^2)-h(J_k^2)\right]=h(X)-h(Y),$$

where $X=(L+S+1)^2$ and $Y=(L-S)^2$.

**Solution.** Since $J_k+1=J_{k+1}$, only the ends survive. The highest level is $|L-S|+\min(2L,2S)=L+S$, which gives $X$. The lowest is $|L-S|$, whose square is $Y$ whichever of $L,S$ is larger. These facts are `step`, `top` and `bottom`.

```lean
/-- Differences of a function of `J²` between successive values of `J` add up, over the whole
multiplet, to the difference between its values at `(L + S + 1)²` and `(L - S)²`. -/
theorem sum_telescope (a b : ℕ) (h : ℝ → ℝ) :
    ∑ k ∈ range (min a b + 1), (h ((levelJ a b k + 1) ^ 2) - h (levelJ a b k ^ 2)) =
      h ((spin a + spin b + 1) ^ 2) - h ((spin a - spin b) ^ 2) := by
  have step : ∀ k, levelJ a b (k + 1) = levelJ a b k + 1 := by
    intro k
    unfold levelJ
    push_cast
    ring
  -- one step above the highest level
  have top : levelJ a b (min a b + 1) = spin a + spin b + 1 := by
    unfold levelJ spin
    rcases le_total a b with hab | hab
    · have hc : (a : ℝ) ≤ b := by exact_mod_cast hab
      rw [min_eq_left hab, abs_of_nonpos (by linarith)]
      push_cast
      ring
    · have hc : (b : ℝ) ≤ a := by exact_mod_cast hab
      rw [min_eq_right hab, abs_of_nonneg (by linarith)]
      push_cast
      ring
  -- the lowest level, where only the square of `L - S` matters
  have bottom : levelJ a b 0 ^ 2 = (spin a - spin b) ^ 2 := by
    simp only [levelJ, spin, Nat.cast_zero, add_zero, div_pow, sq_abs]
    ring
  calc _ = ∑ k ∈ range (min a b + 1),
        (h (levelJ a b (k + 1) ^ 2) - h (levelJ a b k ^ 2)) := by simp only [step]
    _ = h (levelJ a b (min a b + 1) ^ 2) - h (levelJ a b 0 ^ 2) :=
        Finset.sum_range_sub (fun k => h (levelJ a b k ^ 2)) _
    _ = _ := by rw [top, bottom]
```

## (c) Number of states

Show that $\sum_k w_k=(2L+1)(2S+1)$.

**Solution.** Take $h(x)=x$ in (b). Then $X-Y=(2L+1)(2S+1)$, as a difference of squares. Call this $N$.

In Lean, here and in (d)–(f), `ring` rewrites the summand as a difference, `sum_telescope` sums it, and `ring` simplifies the ends.

```lean
/-- The degeneracies `2J + 1` of the levels add up to `(2L + 1)(2S + 1)`. -/
theorem sum_degeneracy (a b : ℕ) :
    ∑ k ∈ range (min a b + 1), (2 * levelJ a b k + 1) =
      (2 * spin a + 1) * (2 * spin b + 1) := by
  let h : ℝ → ℝ := fun x => x
  calc _ = ∑ k ∈ range (min a b + 1), (h ((levelJ a b k + 1) ^ 2) - h (levelJ a b k ^ 2)) :=
        Finset.sum_congr rfl fun k _ => by simp only [h]; ring
    _ = _ := sum_telescope a b h
    _ = _ := by simp only [h]; ring
```

## (d) Barycentre

Show that $\sum_k w_kK_k=0$.

**Solution.** Let $u_k=J_k(J_k+1)$ and $c=L(L+1)+S(S+1)$, so $K_k=u_k-c$. The squares $(J_k+1)^2$ and $J_k^2$ have difference $w_k$, sum $2u_k+1$ and product $u_k^2$. So $P_1(x)=(x^2-x)/2$ changes by $w_ku_k$. At the ends $X+Y=2c+1$, giving

$$\sum_k w_ku_k=N\,\frac{X+Y-1}2=Nc .$$

Subtracting $c\sum_k w_k=Nc$ leaves zero.

```lean
/-- Barycentre rule: the values `K = J(J+1) - L(L+1) - S(S+1)` of the levels, weighted with the
degeneracies, add up to zero. -/
theorem sum_landeK (a b : ℕ) :
    ∑ k ∈ range (min a b + 1), (2 * levelJ a b k + 1) * landeK a b k = 0 := by
  let c : ℝ := spin a * (spin a + 1) + spin b * (spin b + 1)
  let h : ℝ → ℝ := fun x => (x ^ 2 - x) / 2 - c * x
  calc _ = ∑ k ∈ range (min a b + 1), (h ((levelJ a b k + 1) ^ 2) - h (levelJ a b k ^ 2)) :=
        Finset.sum_congr rfl fun k _ => by simp only [h, c, landeK]; ring
    _ = _ := sum_telescope a b h
    _ = _ := by simp only [h, c]; ring
```

## (e) Second moment

Show that

$$\sum_k w_kK_k^2=\tfrac43(2L+1)(2S+1)\,L(L+1)\,S(S+1).$$

**Solution.** Let $P_2(x)=(x^3-2x^2+x)/3$. Its change across level $k$ is

$$\frac{w_k}3\left[(2u_k+1)^2-u_k^2-2(2u_k+1)+1\right]=w_ku_k^2 .$$

With $t=L(L+1)S(S+1)$, the ends have

$$XY=[L(L+1)-S(S+1)]^2=c^2-4t .$$

The same bracket, with sum $2c+1$ and product $c^2-4t$, gives $\sum_k w_ku_k^2=N(c^2+\tfrac43t)$. Therefore

$$\sum_k w_k(u_k-c)^2=N\left(c^2+\tfrac43t-2c^2+c^2\right)=\tfrac43Nt .$$

For $^2P$, $K=-2,1$: the left side is $2\cdot4+4\cdot1=12$, and the right side is $\tfrac43\cdot3\cdot2\cdot2\cdot\tfrac34=12$. For $S=0$ there is one level with $K=0$, and both sides vanish.

```lean
/-- Second-moment sum rule: the squares of the values `K = J(J+1) - L(L+1) - S(S+1)` of the levels,
weighted with the degeneracies, add up to `(4/3)(2L+1)(2S+1) L(L+1) S(S+1)`. -/
theorem sum_landeK_sq (a b : ℕ) :
    ∑ k ∈ range (min a b + 1), (2 * levelJ a b k + 1) * landeK a b k ^ 2 =
      4 / 3 * (2 * spin a + 1) * (2 * spin b + 1) *
        (spin a * (spin a + 1)) * (spin b * (spin b + 1)) := by
  let c : ℝ := spin a * (spin a + 1) + spin b * (spin b + 1)
  let h : ℝ → ℝ := fun x => (x ^ 3 - 2 * x ^ 2 + x) / 3 - c * (x ^ 2 - x) + c ^ 2 * x
  calc _ = ∑ k ∈ range (min a b + 1), (h ((levelJ a b k + 1) ^ 2) - h (levelJ a b k ^ 2)) :=
        Finset.sum_congr rfl fun k _ => by simp only [h, c, landeK]; ring
    _ = _ := sum_telescope a b h
    _ = _ := by simp only [h, c]; ring
```

## (f) Third moment

Show that $\sum_k w_kK_k^3=-\sum_k w_kK_k^2$.

**Solution.** Let $P_3(x)=\tfrac14\left(x^4-\tfrac{10}3x^3+\tfrac{11}3x^2-\tfrac43x\right)$. Between two numbers with difference $d$, sum $\sigma$ and product $\pi$ (here not the circle constant), it changes by

$$\frac d4\left[\sigma^3-2\sigma\pi-\tfrac{10}3(\sigma^2-\pi)+\tfrac{11}3\sigma-\tfrac43\right].$$

Across level $k$ this is $w_ku_k^3$. At the ends it is $N(c^3+4ct-\tfrac43t)$. Expanding $(u_k-c)^3$,

$$\sum_k w_kK_k^3=N\left[c^3+4ct-\tfrac43t-3c\left(c^2+\tfrac43t\right)+3c^3-c^3\right]=-\tfrac43Nt .$$

For $L,S>0$ this is nonzero, so the weighted levels are not symmetric about their barycentre.

```lean
/-- Third-moment sum rule: the cubes of the values `K = J(J+1) - L(L+1) - S(S+1)` of the levels,
weighted with the degeneracies, add up to minus the weighted sum of their squares. -/
theorem sum_landeK_cube (a b : ℕ) :
    ∑ k ∈ range (min a b + 1), (2 * levelJ a b k + 1) * landeK a b k ^ 3 =
      -∑ k ∈ range (min a b + 1), (2 * levelJ a b k + 1) * landeK a b k ^ 2 := by
  rw [sum_landeK_sq]
  let c : ℝ := spin a * (spin a + 1) + spin b * (spin b + 1)
  let h : ℝ → ℝ := fun x =>
    (x ^ 4 - 10 / 3 * x ^ 3 + 11 / 3 * x ^ 2 - 4 / 3 * x) / 4
      - c * (x ^ 3 - 2 * x ^ 2 + x) + 3 / 2 * c ^ 2 * (x ^ 2 - x) - c ^ 3 * x
  calc _ = ∑ k ∈ range (min a b + 1), (h ((levelJ a b k + 1) ^ 2) - h (levelJ a b k ^ 2)) :=
        Finset.sum_congr rfl fun k _ => by simp only [h, c, landeK]; ring
    _ = _ := sum_telescope a b h
    _ = _ := by simp only [h, c]; ring
```

## (g) Width in energy

Show that, averaged over states,

$$\langle E\rangle=0,\qquad \langle E^2\rangle=\tfrac13A^2L(L+1)S(S+1).$$

**Solution.** By (d), $\langle E\rangle=\tfrac A2\cdot0/N=0$. By (e),

$$\langle E^2\rangle=\frac{A^2}{4N}\cdot\frac43Nt=\frac{A^2t}3 .$$

The width is the square root of $\langle E^2\rangle$. For $^2P$ the energies are $-A$ and $A/2$, so $\langle E^2\rangle=(2A^2+4\cdot A^2/4)/6=A^2/2$, as the formula gives.

In Lean, `first` and `second` pull out the factors of $A$, and `hpos` permits division by $N$. For an isolated LS term with $L,S>0$, split by spin–orbit coupling alone and treated to first order, the formula gives $|A|$ from computed fine-structure levels: measure their energies from the barycentre weighted with $2J+1$, and average the squares with the same weights.

```lean
/-- Averaged over all states of the multiplet, the spin-orbit energy is zero and its square is
`A² L(L+1) S(S+1) / 3`. -/
theorem multiplet_width (A : ℝ) (a b : ℕ) :
    stateAverage a b (soEnergy A a b) = 0 ∧
      stateAverage a b (fun k => soEnergy A a b k ^ 2) =
        A ^ 2 * (spin a * (spin a + 1)) * (spin b * (spin b + 1)) / 3 := by
  have hpos : 0 < (2 * spin a + 1) * (2 * spin b + 1) := by
    unfold spin
    positivity
  -- the coupling constant factors out of both sums
  have first : ∑ k ∈ range (min a b + 1), (2 * levelJ a b k + 1) * soEnergy A a b k =
      A / 2 * ∑ k ∈ range (min a b + 1), (2 * levelJ a b k + 1) * landeK a b k := by
    rw [Finset.mul_sum]
    exact Finset.sum_congr rfl fun k _ => by simp only [soEnergy]; ring
  have second : ∑ k ∈ range (min a b + 1), (2 * levelJ a b k + 1) * soEnergy A a b k ^ 2 =
      A ^ 2 / 4 * ∑ k ∈ range (min a b + 1), (2 * levelJ a b k + 1) * landeK a b k ^ 2 := by
    rw [Finset.mul_sum]
    exact Finset.sum_congr rfl fun k _ => by simp only [soEnergy]; ring
  constructor
  · rw [stateAverage, first, sum_landeK, mul_zero, zero_div]
  · rw [stateAverage, sum_degeneracy, div_eq_iff hpos.ne']
    refine second.trans ?_
    rw [sum_landeK_sq]
    ring

end

end MultipletWidth
```

```lean
#print axioms MultipletWidth.total_sq_eq
-- 'MultipletWidth.total_sq_eq' depends on axioms: [propext, Classical.choice, Quot.sound]
#print axioms MultipletWidth.sum_landeK_cube
-- 'MultipletWidth.sum_landeK_cube' depends on axioms: [propext, Classical.choice, Quot.sound]
#print axioms MultipletWidth.multiplet_width
-- 'MultipletWidth.multiplet_width' depends on axioms: [propext, Classical.choice, Quot.sound]
```
